# A connected ferromagnet's one-magnon energies stay non-negative up to an added antiferromagnetic bond of one over the effective resistance

Three Heisenberg spins of equal length in a row, joined by ferromagnetic bonds $a$ and $b$, keep non-negative one-magnon energies when an antiferromagnetic bond $c$ closes the triangle exactly as long as $c\le ab/(a+b)$. For any finite set of such spins whose ferromagnetic couplings form a connected graph, the limit is $1/R$, where $R$ is the effective resistance between the two sites when every coupling is read as a conductance.

In Lean 4 with Mathlib:

```lean
import Mathlib

open Matrix

namespace FrustratedMagnonStability

variable {V : Type*} [Fintype V] [DecidableEq V] {J : Matrix V V ℝ}

/-- The linear-spin-wave matrix of the couplings `J`, in units of the spin length:
the graph Laplacian, with row sums on the diagonal minus the couplings. -/
def laplacian (J : Matrix V V ℝ) : Matrix V V ℝ :=
  Matrix.diagonal (fun x => ∑ y, J x y) - J

/-- The vector `e_i - e_j` of the bond between sites `i` and `j`. -/
def bond (i j : V) : V → ℝ :=
  fun v => (if v = i then 1 else 0) - (if v = j then 1 else 0)

/-- The matrix `L - c (e_i - e_j)(e_i - e_j)ᵀ`: the spin-wave matrix with an added
antiferromagnetic bond of strength `c` between `i` and `j`. -/
def frustrated (J : Matrix V V ℝ) (i j : V) (c : ℝ) : Matrix V V ℝ :=
  laplacian J - c • Matrix.vecMulVec (bond i j) (bond i j)

/-- Ferromagnetic couplings: symmetric and non-negative. -/
structure Ferro (J : Matrix V V ℝ) : Prop where
  symm : ∀ x y, J x y = J y x
  nonneg : ∀ x y, 0 ≤ J x y

/-- The graph whose edges are the pairs of distinct sites with a positive coupling. -/
def couplingGraph (J : Matrix V V ℝ) : SimpleGraph V :=
  SimpleGraph.fromRel fun x y => 0 < J x y

/-- The spin-wave matrix acts on an amplitude through its differences along the bonds. -/
theorem laplacian_mulVec (J : Matrix V V ℝ) (φ : V → ℝ) (x : V) :
    (laplacian J *ᵥ φ) x = ∑ y, J x y * (φ x - φ y) := by
  rw [laplacian, Matrix.sub_mulVec, Pi.sub_apply, Matrix.mulVec_diagonal]
  simp only [Matrix.mulVec, dotProduct, mul_sub, Finset.sum_sub_distrib, Finset.sum_mul]

/-- For ferromagnetic couplings the exchange form is a sum over bonds of the coupling times the
product of the two amplitude differences. -/
theorem exchange_form (hJ : Ferro J) (ψ φ : V → ℝ) : ψ ⬝ᵥ (laplacian J *ᵥ φ) =
    (1 / 2) * ∑ x, ∑ y, J x y * ((ψ x - ψ y) * (φ x - φ y)) := by
  -- exchange the two ends of every bond
  have swap : ∑ x, ∑ y, ψ x * (J x y * (φ x - φ y)) =
      ∑ x, ∑ y, ψ y * (J x y * (φ y - φ x)) := by
    rw [Finset.sum_comm]
    exact Finset.sum_congr rfl fun a _ => Finset.sum_congr rfl fun b _ => by
      rw [hJ.symm b a]
  have split : ∑ x, ∑ y, J x y * ((ψ x - ψ y) * (φ x - φ y)) =
      ∑ x, ∑ y, ψ x * (J x y * (φ x - φ y)) + ∑ x, ∑ y, ψ y * (J x y * (φ y - φ x)) := by
    simp only [← Finset.sum_add_distrib]
    exact Finset.sum_congr rfl fun x _ => Finset.sum_congr rfl fun y _ => by ring
  rw [split, ← swap]
  simp only [dotProduct, laplacian_mulVec, Finset.mul_sum]
  ring

/-- For ferromagnetic couplings no amplitude has negative exchange energy. -/
theorem exchange_nonneg (hJ : Ferro J) (φ : V → ℝ) : 0 ≤ φ ⬝ᵥ (laplacian J *ᵥ φ) := by
  rw [exchange_form hJ]
  exact mul_nonneg (by norm_num) (Finset.sum_nonneg fun a _ => Finset.sum_nonneg
    fun b _ => mul_nonneg (hJ.nonneg a b) (mul_self_nonneg _))

/-- With ferromagnetic couplings on a connected graph, an amplitude of zero exchange
energy is uniform. -/
theorem uniform_of_zero_energy (hJ : Ferro J) (hconn : (couplingGraph J).Connected)
    {φ : V → ℝ} (h : φ ⬝ᵥ (laplacian J *ᵥ φ) = 0) (x y : V) : φ x = φ y := by
  have hterm : ∀ a b, 0 ≤ J a b * ((φ a - φ b) * (φ a - φ b)) :=
    fun a b => mul_nonneg (hJ.nonneg a b) (mul_self_nonneg _)
  rw [exchange_form hJ] at h
  have h0 : ∑ a, ∑ b, J a b * ((φ a - φ b) * (φ a - φ b)) = 0 := by linarith
  have step : ∀ a b, (couplingGraph J).Adj a b → φ a = φ b := by
    intro a b hab
    have hpos : 0 < J a b := ((SimpleGraph.fromRel_adj _ a b).mp hab).2.elim id
      fun h => lt_of_lt_of_eq h (hJ.symm b a)
    have h1 := (Finset.sum_eq_zero_iff_of_nonneg fun b _ => hterm a b).mp
      ((Finset.sum_eq_zero_iff_of_nonneg fun a _ => Finset.sum_nonneg
        fun b _ => hterm a b).mp h0 a (Finset.mem_univ a)) b (Finset.mem_univ b)
    exact sub_eq_zero.mp (mul_self_eq_zero.mp ((mul_eq_zero.mp h1).resolve_left hpos.ne'))
  -- equality spreads along a path of ferromagnetic bonds
  obtain ⟨p⟩ := hconn.preconnected x y
  induction p with
  | nil => rfl
  | cons hab _ ih => exact (step _ _ hab).trans ih

/-- The bond vector reads off the amplitude difference between its two sites. -/
theorem bond_dotProduct (i j : V) (x : V → ℝ) : bond i j ⬝ᵥ x = x i - x j := by
  simp [bond, dotProduct, sub_mul, Finset.sum_sub_distrib]

/-- For ferromagnetic couplings and any `u` with `L u = e_i - e_j`, the spin-wave matrix
with the added bond is positive semidefinite iff `c (u_i - u_j) ≤ 1`. -/
theorem stable_iff (hJ : Ferro J) {i j : V} {u : V → ℝ}
    (hu : laplacian J *ᵥ u = bond i j) (c : ℝ) :
    (frustrated J i j c).PosSemidef ↔ c * (u i - u j) ≤ 1 := by
  have hherm : (frustrated J i j c).IsHermitian := by
    refine Matrix.IsHermitian.ext fun x y => ?_
    rw [star_trivial]
    by_cases h : x = y
    · rw [h]
    · simp only [frustrated, laplacian, Matrix.sub_apply, Matrix.diagonal_apply_ne _ h,
        Matrix.diagonal_apply_ne _ (Ne.symm h), Matrix.smul_apply,
        Matrix.vecMulVec_apply, smul_eq_mul, hJ.symm y x]
      ring
  have hform : ∀ x, x ⬝ᵥ (frustrated J i j c *ᵥ x) =
      x ⬝ᵥ (laplacian J *ᵥ x) - c * (x i - x j) ^ 2 := by
    intro x
    have hb : (c • Matrix.vecMulVec (bond i j) (bond i j)) *ᵥ x =
        (c * (x i - x j)) • bond i j := by
      ext v
      rw [← bond_dotProduct i j x]
      simp only [Matrix.mulVec, dotProduct, Matrix.smul_apply, Matrix.vecMulVec_apply,
        Pi.smul_apply, smul_eq_mul, Finset.mul_sum, Finset.sum_mul]
      exact Finset.sum_congr rfl fun w _ => by ring
    rw [frustrated, Matrix.sub_mulVec, hb, dotProduct_sub, dotProduct_smul,
      dotProduct_comm x (bond i j), bond_dotProduct, smul_eq_mul]
    ring
  have hxu : ∀ x, x ⬝ᵥ (laplacian J *ᵥ u) = x i - x j := fun x => by
    rw [hu, dotProduct_comm, bond_dotProduct]
  have hux : ∀ x, u ⬝ᵥ (laplacian J *ᵥ x) = x i - x j := fun x => by
    rw [← hxu x, exchange_form hJ, exchange_form hJ]
    congr 1
    exact Finset.sum_congr rfl fun a _ => Finset.sum_congr rfl fun b _ => by ring
  rw [Matrix.posSemidef_iff_dotProduct_mulVec]
  simp only [star_trivial, hform]
  constructor
  · -- the potential `u` itself is the dangerous mode
    rintro ⟨-, h⟩
    have h1 := h u
    have h2 := exchange_nonneg hJ u
    rw [hxu] at h1 h2
    by_contra hc
    have hR : 0 < u i - u j := by
      refine lt_of_le_of_ne h2 fun h0 => hc ?_
      rw [← h0, mul_zero]
      exact zero_le_one
    nlinarith [mul_pos hR (sub_pos.mpr (not_le.mp hc))]
  · intro hc
    refine ⟨hherm, fun x => ?_⟩
    rcases le_total 0 c with h0 | h0
    · -- complete the square with the potential `u`
      have h := exchange_nonneg hJ (x - (c * (x i - x j)) • u)
      simp only [Matrix.mulVec_sub, Matrix.mulVec_smul, sub_dotProduct, dotProduct_sub,
        smul_dotProduct, dotProduct_smul, smul_eq_mul, hxu, hux, Pi.sub_apply,
        Pi.smul_apply] at h
      nlinarith [mul_nonneg (mul_nonneg h0 (sq_nonneg (x i - x j))) (sub_nonneg.mpr hc)]
    · nlinarith [exchange_nonneg hJ x,
        mul_nonneg (neg_nonneg.mpr h0) (sq_nonneg (x i - x j))]

/-- With ferromagnetic couplings on a connected graph, `L u = e_i - e_j` is solvable. -/
theorem exists_potential (hJ : Ferro J) (hconn : (couplingGraph J).Connected) (i j : V) :
    ∃ u, laplacian J *ᵥ u = bond i j := by
  have : Nonempty V := ⟨i⟩
  have hcard : (Fintype.card V : ℝ) ≠ 0 := Nat.cast_ne_zero.mpr Fintype.card_ne_zero
  have hS : ∀ x : V → ℝ, ∑ v, ((laplacian J *ᵥ x) v + ∑ w, x w) = 0 → ∑ w, x w = 0 := by
    intro x h
    have h1 : ∑ v, (laplacian J *ᵥ x) v = 0 := by
      simpa [dotProduct] using exchange_form hJ (fun _ => 1) x
    rw [Finset.sum_add_distrib, h1, zero_add, Finset.sum_const, Finset.card_univ,
      nsmul_eq_mul] at h
    exact (mul_eq_zero.mp h).resolve_left hcard
  -- adding the all-ones matrix removes the uniform zero mode
  let M : Matrix V V ℝ := laplacian J + Matrix.of fun _ _ => 1
  have hM : ∀ x v, (M *ᵥ x) v = (laplacian J *ᵥ x) v + ∑ w, x w := by
    intro x v
    change ((laplacian J + Matrix.of fun _ _ => 1) *ᵥ x) v = _
    rw [Matrix.add_mulVec, Pi.add_apply]
    congr 1
    simp [Matrix.mulVec, dotProduct]
  have hinj : Function.Injective M.mulVecLin := by
    refine (injective_iff_map_eq_zero _).mpr fun x hx => ?_
    have hv : ∀ v, (laplacian J *ᵥ x) v + ∑ w, x w = 0 :=
      fun v => (hM x v).symm.trans (congrFun hx v)
    have h0 := hS x (Finset.sum_eq_zero fun v _ => hv v)
    have hL : laplacian J *ᵥ x = 0 := funext fun v => by
      have h := hv v
      rw [h0, add_zero] at h
      exact h
    have hc := uniform_of_zero_energy hJ hconn (φ := x) (by rw [hL, dotProduct_zero])
    funext v
    rw [Finset.sum_congr rfl fun w _ => hc w v, Finset.sum_const, Finset.card_univ,
      nsmul_eq_mul] at h0
    exact (mul_eq_zero.mp h0).resolve_left hcard
  obtain ⟨u, hu⟩ := LinearMap.injective_iff_surjective.mp hinj (bond i j)
  have hv : ∀ v, (laplacian J *ᵥ u) v + ∑ w, u w = bond i j v :=
    fun v => (hM u v).symm.trans (congrFun hu v)
  have hb : ∑ v, bond i j v = 0 := by simp [bond, Finset.sum_sub_distrib]
  have h0 := hS u ((Finset.sum_congr rfl fun v _ => hv v).trans hb)
  exact ⟨u, funext fun v => by rw [← hv v, h0, add_zero]⟩

/-- With ferromagnetic couplings on a connected graph and distinct sites `i`, `j`,
`L u = e_i - e_j` is solvable; every solution has `R = u_i - u_j > 0`, and the spin-wave
matrix with the added bond is positive semidefinite iff `c ≤ 1 / R`. -/
theorem antiferromagnetic_tolerance (hJ : Ferro J) (hconn : (couplingGraph J).Connected)
    {i j : V} (hij : i ≠ j) : (∃ u, laplacian J *ᵥ u = bond i j) ∧
      ∀ u, laplacian J *ᵥ u = bond i j → 0 < u i - u j ∧
        ∀ c, (frustrated J i j c).PosSemidef ↔ c ≤ 1 / (u i - u j) := by
  refine ⟨exists_potential hJ hconn i j, fun u hu => ?_⟩
  have hE : u ⬝ᵥ (laplacian J *ᵥ u) = u i - u j := by
    rw [hu, dotProduct_comm, bond_dotProduct]
  have hR : 0 < u i - u j := by
    refine lt_of_le_of_ne (hE ▸ exchange_nonneg hJ u) fun h0 => ?_
    -- a vanishing `R` would make `u` uniform, and then `L u = 0`
    have hc := uniform_of_zero_energy hJ hconn (hE.trans h0.symm)
    have h1 := congrFun hu i
    rw [laplacian_mulVec, Finset.sum_eq_zero fun y _ => by rw [hc i y, sub_self, mul_zero]]
      at h1
    simp [bond, hij] at h1
  exact ⟨hR, fun c => by rw [stable_iff hJ hu, le_div_iff₀ hR]⟩

/-- In a triangle with ferromagnetic bonds `a, b > 0`, the spin-wave matrix with a third,
antiferromagnetic bond `c` is positive semidefinite iff `c ≤ a b / (a + b)`. -/
theorem triangle_tolerance {a b : ℝ} (ha : 0 < a) (hb : 0 < b) (c : ℝ) :
    (frustrated !![0, a, 0; a, 0, b; 0, b, 0] (0 : Fin 3) 2 c).PosSemidef ↔
      c ≤ a * b / (a + b) := by
  have hu : laplacian !![0, a, 0; a, 0, b; 0, b, 0] *ᵥ ![a⁻¹ + b⁻¹, b⁻¹, 0] =
      bond (0 : Fin 3) 2 := by
    funext v
    rw [laplacian_mulVec, Fin.sum_univ_three]
    fin_cases v <;> simp [bond, ha.ne', hb.ne']
  have key : a⁻¹ + b⁻¹ = (a + b) / (a * b) := by
    rw [eq_div_iff (mul_pos ha hb).ne']
    linear_combination b * mul_inv_cancel₀ ha.ne' + a * mul_inv_cancel₀ hb.ne'
  rw [stable_iff ⟨by intro x y; fin_cases x <;> fin_cases y <;> rfl,
    by intro x y; fin_cases x <;> fin_cases y <;> simp [ha.le, hb.le]⟩ hu c]
  change c * (a⁻¹ + b⁻¹ - 0) ≤ 1 ↔ _
  rw [sub_zero, key, ← mul_div_assoc, div_le_one (mul_pos ha hb), le_div_iff₀ (add_pos ha hb)]

end FrustratedMagnonStability
```

```lean
#print axioms FrustratedMagnonStability.antiferromagnetic_tolerance
#print axioms FrustratedMagnonStability.triangle_tolerance
```

```
'FrustratedMagnonStability.antiferromagnetic_tolerance' depends on axioms: [propext, Classical.choice, Quot.sound]
'FrustratedMagnonStability.triangle_tolerance' depends on axioms: [propext, Classical.choice, Quot.sound]
```

## The triangle as two resistors in series

Label the sites 0, 1, 2, with $a$ between 0 and 1, $b$ between 1 and 2, and the new bond between 0 and 2. Up to a positive factor, a magnon amplitude $\varphi$ has energy

$$a(\varphi_0-\varphi_1)^2+b(\varphi_1-\varphi_2)^2-c(\varphi_0-\varphi_2)^2 .$$

At a fixed difference $\varphi_0-\varphi_2$, the middle site adjusts until the first two terms are as small as possible, which leaves $\frac{ab}{a+b}(\varphi_0-\varphi_2)^2$. The added bond wins when $c$ exceeds that coefficient. Up to a uniform shift, the optimal profile is proportional to $u=(1/a+1/b,\;1/b,\;0)$, the voltages when a unit current enters at 0 and leaves at 2, so $R=u_0-u_2=1/a+1/b$. `triangle_tolerance` checks this $u$ and applies the general criterion `stable_iff`.

## Couplings, magnons and the added bond

Take the Heisenberg energy $-\sum J_{xy}\,\mathbf S_x\cdot\mathbf S_y$, with each pair counted once and all spins of the same length, and lower one spin of the fully polarised state by one unit. Relative to that state, the resulting one-magnon matrix is the spin length times

$$(L\varphi)_x=\sum_y J_{xy}(\varphi_x-\varphi_y).$$

This is `laplacian J`, the row sums on the diagonal minus the couplings. `Ferro J` says that the couplings are symmetric and non-negative, and `couplingGraph J` joins distinct sites with a positive coupling.

The vector `bond i j` is $e_i-e_j$, not a coupling strength. `frustrated J i j c` is defined as $L-c(e_i-e_j)(e_i-e_j)^T$. This is what replacing $J_{ij}$ by $J_{ij}-c$ does to $L$: two diagonal entries fall by $c$ and two off-diagonal ones rise by $c$. If $i$ and $j$ are already coupled, $c$ is therefore the added part, and the net bond is antiferromagnetic only for $c>J_{ij}$.

`antiferromagnetic_tolerance` states that, for a connected graph and $i\neq j$, the equation $Lu=e_i-e_j$ has a solution. Every solution has $R=u_i-u_j>0$, and the matrix with the added bond is positive semidefinite if and only if $c\le 1/R$. Here $c$ is any real number; a negative value strengthens the ferromagnet.

Positive semidefiniteness means that no single magnon lowers the energy of the polarised state. States with several magnons are not treated here.

## The potential is the dangerous mode

For symmetric couplings, exchanging the names of the two ends of each bond and averaging gives `exchange_form`:

$$\psi^TL\varphi=\tfrac12\sum_{x,y}J_{xy}(\psi_x-\psi_y)(\varphi_x-\varphi_y).$$

With $\psi=\varphi$ every term is non-negative, which is `exchange_nonneg`. The form is also symmetric, so $Lu=e_i-e_j$ implies

$$\varphi^TLu=u^TL\varphi=\varphi_i-\varphi_j,\qquad u^TLu=R\ge 0 .$$

These are `hxu` and `hux` in the proof of `stable_iff`, where the amplitude is called `x`. There `hform` gives the energy with the added bond as $\varphi^TL\varphi-c(\varphi_i-\varphi_j)^2$, and `hherm` supplies the symmetry that `PosSemidef` also requires.

Suppose the matrix is positive semidefinite. Inserting $\varphi=u$ gives

$$R-cR^2=R(1-cR)\ge 0 .$$

If $cR>1$, then $R\ne0$, hence $R>0$ and the left side is negative, a contradiction. So $cR\le1$.

Conversely, let $cR\le 1$ and write $d=\varphi_i-\varphi_j$. For $c\ge0$, the ferromagnetic energy of $\varphi-cd\,u$ is non-negative:

$$0\le\varphi^TL\varphi-2cd^2+c^2d^2R .$$

Rearranged, this reads

$$\varphi^TL\varphi-cd^2\ge cd^2(1-cR)\ge 0 .$$

The last `nlinarith` steps carry out this algebra. For $c\le0$, both $\varphi^TL\varphi$ and $-cd^2$ are non-negative.

## Why the potential exists and R is positive

If $\varphi^TL\varphi=0$, each term of the bond sum vanishes, so $\varphi$ takes equal values at the two ends of every positive bond. Following a path of such bonds makes $\varphi$ uniform on a connected graph. This is `uniform_of_zero_energy`, with an induction along the path.

The uniform mode makes $L$ singular, so `exists_potential` adds the all-ones matrix to form $M$. Suppose $M\varphi=0$. The entries of $L\varphi$ sum to zero, so summing $M\varphi=0$ over the sites gives $\sum_w\varphi_w=0$. Then $L\varphi=0$, $\varphi$ is uniform, and a uniform vector with zero sum vanishes. In finite dimension the injective $M$ is also surjective, so $Mu=e_i-e_j$ has a solution. Summing this equation gives $\sum_w u_w=0$, and what remains is $Lu=e_i-e_j$.

Finally, $R=u^TLu$ cannot be zero: $u$ would then be uniform and $Lu=0$, whereas $e_i-e_j$ has entry 1 at site $i$. Dividing $cR\le1$ by $R$ gives the stated limit.

## One linear solve for a spin cluster

In a linear spin-wave calculation for a finite cluster with non-interacting magnons, the limit follows from one linear system, without diagonalising the matrix for a series of values of $c$. Set $u_j=0$, delete row and column $j$ of $L$, and solve with a 1 at site $i$ on the right; then $R=u_i$.

For the triangle with $a=3$ meV and $b=6$ meV, the equations at sites 0 and 1 are $3(u_0-u_1)=1$ and $3(u_1-u_0)+6u_1=0$, with $u$ in meV$^{-1}$. They give $u_1=1/6$ and $u_0=1/2$, so the closing bond may reach 2 meV.
